# How the mesh offset sets the aliasing error of a one-dimensional band with hoppings $r^{|R|}$

A uniform mesh in a one-dimensional Brillouin zone is fixed by its number $N$ of $k$-points and an offset. For a band whose Fourier coefficients decay as a pure exponential, the error of the mesh average has a closed form. With the lattice constant set to 1, let

$$P(k)=\sum_{R\in\mathbb Z} r^{|R|}e^{ikR},\qquad k_j=\frac{2\pi(j+s)}{N},\quad 0\le j<N,$$

where $R$ labels lattice vectors, $r$ is real with $|r|<1$, $N\ge1$, and $s$ is the offset in units of the mesh spacing. Then

$$\frac1N\sum_{j=0}^{N-1}P(k_j)=\frac{1-r^{2N}}{1-2r^N\cos 2\pi s+r^{2N}},$$

while the exact zone average is 1. The constant $r$ stands for the factor by which the hopping amplitude changes from one neighbour to the next.

## Filled-band sums and the choice of offset

If $P$ is read as the dispersion of a single non-interacting band, its zone average is the energy per cell and spin of the filled band, in units of the on-site energy, which is taken to be positive. For $0<r<1$ the mesh with $s=0$ overestimates this average and the mesh with $s=1/2$ underestimates it, so the two results bracket the exact value. If the band energy is a negative multiple of $P$, the two roles are exchanged and the bracketing remains. At $s=1/4$ the error is of second order in $r^N$.

The formula also gives a reference value for a mesh generator. If a code measures offsets in reciprocal lattice vectors, the value to enter is $s/N$, not $s$.

## From two geometric series to the error

Put $z=re^{ik}$ and $w=re^{-ik}$. Both have modulus $|r|<1$, so the terms with $R\ge0$ sum to $1/(1-z)$ and those with $R<0$ to $w/(1-w)$. Since $zw=r^2$ and $z+w=2r\cos k$,

$$P(k)=\frac{1-zw}{(1-z)(1-w)}=\frac{1-r^2}{1-2r\cos k+r^2}.$$

For the mesh average, fix $R$ and let $\zeta=e^{2\pi iR/N}$. Then

$$\sum_{j=0}^{N-1}e^{ik_jR}=e^{2\pi isR/N}\sum_{j=0}^{N-1}\zeta^j.$$

If $N$ does not divide $R$, then $\zeta\ne1$ but $\zeta^N=1$, and the sum is $(\zeta^N-1)/(\zeta-1)=0$. If $R=Nm$, then $k_jR=2\pi jm+2\pi sm$, and all $N$ phases equal $e^{2\pi ism}$. Exchanging the finite sum with the convergent series leaves

$$\frac1N\sum_{j=0}^{N-1}P(k_j)=\sum_{m\in\mathbb Z}(r^N)^{|m|}e^{2\pi ism}.$$

This is the original series with $r$ replaced by $r^N$ and $k$ by $2\pi s$, so the closed form applies again. The terms with $m\neq0$ are the aliasing error: a harmonic with $R=Nm$ takes the same value at every mesh point, so the mesh average counts it as if it were a constant.

For the exact average, $\sum_R|r|^{|R|}$ is finite and bounds the series uniformly in $k$, so it may be integrated term by term. Every term with $R\neq0$ integrates to zero over $[0,2\pi]$. The term $R=0$ gives $2\pi$, hence the average 1.

With $q=r^N$ and $c=\cos2\pi s$, subtraction gives the error

$$E=\frac{1-q^2}{1-2qc+q^2}-1=\frac{2q(c-q)}{1-2qc+q^2}.$$

The denominator equals $(1-qc)^2+q^2(1-c^2)$, which is positive because $|qc|<1$. For $0<r<1$ the sign of $E$ is therefore that of $c-q$. Inserting $c=1,-1,0$ gives

$$E(0)=\frac{2q}{1-q},\qquad E(\tfrac12)=-\frac{2q}{1+q},\qquad E(\tfrac14)=-\frac{2q^2}{1+q^2}.$$

The smallest mesh, $N=1$, samples $P$ at the single point $2\pi s$. For $r=1/2$ the errors at $s=0,1/2,1/4$ are $2$, $-2/3$ and $-2/5$: second order in $r^N$ means small only once $r^N$ is small.

## The Lean file

```lean
import Mathlib

open Complex (I)
open scoped Real

namespace MeshOffsetAliasing

noncomputable section

/-- The contribution `r^|R| exp(ikR)` of the lattice vector `R` to the band function. -/
def bandTerm (r k : ℝ) (R : ℤ) : ℂ := (r : ℂ) ^ R.natAbs * Complex.exp (I * k * R)

/-- The band function: the sum of `r^|R| exp(ikR)` over all integers `R`, for `|r| < 1`. -/
def band (r k : ℝ) : ℂ := ∑' R : ℤ, bandTerm r k R

/-- The `j`-th point `2π(j+s)/N` of the `N`-point mesh with offset `s`, for `N ≥ 1`. -/
def meshPoint (N : ℕ) (s : ℝ) (j : ℕ) : ℝ := 2 * π * (j + s) / N

/-- The average of `f` over the `N`-point mesh with offset `s`, for `N ≥ 1`. -/
def meshAverage (f : ℝ → ℂ) (N : ℕ) (s : ℝ) : ℂ :=
  (∑ j ∈ Finset.range N, f (meshPoint N s j)) / N

/-- The exact average of `f` over the Brillouin zone `[0, 2π]`, for `f` integrable there. -/
def zoneAverage (f : ℝ → ℂ) : ℂ := (∫ k in (0 : ℝ)..(2 * π), f k) / (2 * π)

/-- The real part of the mesh average minus the exact zone average of the band function,
for `|r| < 1` and `N ≥ 1`. -/
def meshError (r : ℝ) (N : ℕ) (s : ℝ) : ℝ :=
  (meshAverage (band r) N s - zoneAverage (band r)).re

/-- For `|r| < 1` the lattice sum converges to `(1 - r²)/(1 - 2r cos k + r²)`. -/
theorem hasSum_bandTerm {r : ℝ} (hr : |r| < 1) (k : ℝ) :
    HasSum (bandTerm r k) (((1 - r ^ 2) / (1 - 2 * r * Real.cos k + r ^ 2) : ℝ) : ℂ) := by
  obtain ⟨z, hz⟩ : ∃ z : ℂ, z = r * Complex.exp (I * k) := ⟨_, rfl⟩
  obtain ⟨w, hw⟩ : ∃ w : ℂ, w = r * Complex.exp (-(I * k)) := ⟨_, rfl⟩
  have nz : ‖z‖ < 1 := by
    rw [hz, mul_comm I, norm_mul, Complex.norm_exp_ofReal_mul_I, mul_one, Complex.norm_real]
    exact hr
  have nw : ‖w‖ < 1 := by
    rw [hw, show -(I * (k : ℂ)) = ((-k : ℝ) : ℂ) * I by push_cast; ring, norm_mul,
      Complex.norm_exp_ofReal_mul_I, mul_one, Complex.norm_real]
    exact hr
  have z1 : 1 - z ≠ 0 := by
    intro h
    rw [← sub_eq_zero.1 h] at nz
    simp at nz
  have w1 : 1 - w ≠ 0 := by
    intro h
    rw [← sub_eq_zero.1 h] at nw
    simp at nw
  -- the two half-lattices are geometric series
  have e1 : (fun n : ℕ => bandTerm r k (n : ℤ)) = fun n => z ^ n := by
    funext n
    unfold bandTerm
    rw [Int.natAbs_natCast, Int.cast_natCast,
      show I * (k : ℂ) * (n : ℂ) = n * (I * k) by ring, Complex.exp_nat_mul, hz, mul_pow]
  have e2 : (fun n : ℕ => bandTerm r k (-((n : ℤ) + 1))) = fun n => w * w ^ n := by
    funext n
    unfold bandTerm
    rw [show (-((n : ℤ) + 1)).natAbs = n + 1 by omega,
      show I * (k : ℂ) * ((-((n : ℤ) + 1) : ℤ) : ℂ) = ((n + 1 : ℕ) : ℂ) * (-(I * k)) by
        push_cast; ring,
      Complex.exp_nat_mul, ← mul_pow, ← hw, pow_succ']
  have h1 := hasSum_geometric_of_norm_lt_one nz
  have h2 := (hasSum_geometric_of_norm_lt_one nw).mul_left w
  rw [← e1] at h1
  rw [← e2] at h2
  have key := HasSum.of_nat_of_neg_add_one h1 h2
  have he : Complex.exp (I * k) * Complex.exp (-(I * k)) = 1 := by
    rw [← Complex.exp_add, add_neg_cancel, Complex.exp_zero]
  have hc := Complex.two_cos (k : ℂ)
  rw [show (k : ℂ) * I = I * k by ring, show -(k : ℂ) * I = -(I * k) by ring] at hc
  have hzw : z * w = (r : ℂ) ^ 2 := by
    rw [hz, hw]
    linear_combination (r : ℂ) ^ 2 * he
  have hden : 1 - 2 * (r : ℂ) * Complex.cos k + (r : ℂ) ^ 2 = (1 - z) * (1 - w) := by
    have hs : z + w = 2 * r * Complex.cos k := by
      rw [hz, hw]
      linear_combination -(r : ℂ) * hc
    linear_combination hs - hzw
  have hval : (((1 - r ^ 2) / (1 - 2 * r * Real.cos k + r ^ 2) : ℝ) : ℂ)
      = (1 - z)⁻¹ + w * (1 - w)⁻¹ := by
    push_cast
    rw [hden, ← hzw, eq_comm, eq_div_iff (mul_ne_zero z1 w1)]
    linear_combination (1 - w) * inv_mul_cancel₀ z1 + w * (1 - z) * inv_mul_cancel₀ w1
  rw [hval]
  exact key

/-- On a mesh of `N ≥ 1` points with any offset, the phases `exp(ikR)` sum to zero
when `N` does not divide `R`. -/
theorem sum_phase_eq_zero {N : ℕ} (hN : N ≠ 0) (s : ℝ) {R : ℤ} (h : ¬ (N : ℤ) ∣ R) :
    ∑ j ∈ Finset.range N, Complex.exp (I * meshPoint N s j * R) = 0 := by
  have hNc : (N : ℂ) ≠ 0 := Nat.cast_ne_zero.2 hN
  have hi := mul_inv_cancel₀ hNc
  obtain ⟨ζ, hζ⟩ : ∃ ζ : ℂ, ζ = Complex.exp (2 * π * I * R * (N : ℂ)⁻¹) := ⟨_, rfl⟩
  have hpow : ζ ^ N = 1 := by
    rw [hζ, ← Complex.exp_nat_mul]
    exact Complex.exp_eq_one_iff.2 ⟨R, by linear_combination (2 * π * I * R) * hi⟩
  have hne : ζ - 1 ≠ 0 := by
    intro h0
    rw [hζ] at h0
    obtain ⟨n, hn⟩ := Complex.exp_eq_one_iff.1 (sub_eq_zero.1 h0)
    have hR : (R : ℂ) = N * n := by
      apply mul_left_cancel₀ Complex.two_pi_I_ne_zero
      linear_combination (N : ℂ) * hn - (2 * π * I * R) * hi
    exact h ⟨n, by exact_mod_cast hR⟩
  have hterm : ∀ j : ℕ, Complex.exp (I * meshPoint N s j * R)
      = Complex.exp (2 * π * I * s * R * (N : ℂ)⁻¹) * ζ ^ j := by
    intro j
    rw [hζ, ← Complex.exp_nat_mul, ← Complex.exp_add]
    congr 1
    unfold meshPoint
    push_cast
    ring
  have hg : ∑ j ∈ Finset.range N, ζ ^ j = 0 := by
    have := geom_sum_mul ζ N
    rw [hpow, sub_self] at this
    exact (mul_eq_zero.1 this).resolve_right hne
  rw [Finset.sum_congr rfl (fun j _ => hterm j), ← Finset.mul_sum, hg, mul_zero]

/-- For `|r| < 1` and `N ≥ 1`, the mesh average of the band function is the same lattice sum
with `r` replaced by `r^N` and `k` by `2πs`. -/
theorem meshAverage_eq_band {r : ℝ} (hr : |r| < 1) {N : ℕ} (hN : N ≠ 0) (s : ℝ) :
    meshAverage (band r) N s = band (r ^ N) (2 * π * s) := by
  have hNc : (N : ℂ) ≠ 0 := Nat.cast_ne_zero.2 hN
  have hq : |r ^ N| < 1 := by
    rw [abs_pow]
    exact pow_lt_one₀ (abs_nonneg r) hr hN
  have H : HasSum (fun R : ℤ => ∑ j ∈ Finset.range N, bandTerm r (meshPoint N s j) R)
      (∑ j ∈ Finset.range N, band r (meshPoint N s j)) :=
    hasSum_sum fun j _ => (hasSum_bandTerm hr _).summable.hasSum
  have inj : Function.Injective (fun m : ℤ => (N : ℤ) * m) :=
    mul_right_injective₀ (Nat.cast_ne_zero.2 hN)
  -- only lattice vectors divisible by `N` survive
  have H2 := (inj.hasSum_iff (by
    intro R hR
    simp only [bandTerm]
    rw [← Finset.mul_sum, sum_phase_eq_zero hN s (fun ⟨m, hm⟩ => hR ⟨m, hm.symm⟩),
      mul_zero])).mpr H
  have hterm : ∀ (m : ℤ) (j : ℕ),
      bandTerm r (meshPoint N s j) (N * m) = bandTerm (r ^ N) (2 * π * s) m := by
    intro m j
    have hx : I * (meshPoint N s j : ℂ) * (((N : ℤ) * m : ℤ) : ℂ)
        = I * ((2 * π * s : ℝ) : ℂ) * m + (((j : ℤ) * m : ℤ) : ℂ) * (2 * π * I) := by
      unfold meshPoint
      push_cast
      linear_combination (I * 2 * π * (j + s) * m) * mul_inv_cancel₀ hNc
    unfold bandTerm
    rw [hx, Complex.exp_add, Complex.exp_eq_one_iff.2 ⟨(j : ℤ) * m, rfl⟩, mul_one,
      Int.natAbs_mul, Int.natAbs_natCast, pow_mul, Complex.ofReal_pow]
  have e : ((fun R : ℤ => ∑ j ∈ Finset.range N, bandTerm r (meshPoint N s j) R) ∘
      fun m : ℤ => (N : ℤ) * m) = fun m => (N : ℂ) * bandTerm (r ^ N) (2 * π * s) m := by
    funext m
    simp only [Function.comp_apply, hterm, Finset.sum_const, Finset.card_range, nsmul_eq_mul]
  rw [e] at H2
  have H3 := (hasSum_bandTerm hq (2 * π * s)).summable.hasSum.mul_left (N : ℂ)
  unfold meshAverage
  rw [div_eq_iff hNc, H2.unique H3, mul_comm]
  rfl

/-- For `|r| < 1` and `N ≥ 1`, the average of the band function over the mesh with offset `s`
is `(1 - r^(2N))/(1 - 2 r^N cos(2πs) + r^(2N))`. -/
theorem meshAverage_band {r : ℝ} (hr : |r| < 1) {N : ℕ} (hN : N ≠ 0) (s : ℝ) :
    meshAverage (band r) N s = (((1 - r ^ (2 * N)) /
      (1 - 2 * r ^ N * Real.cos (2 * π * s) + r ^ (2 * N)) : ℝ) : ℂ) := by
  have hq : |r ^ N| < 1 := by
    rw [abs_pow]
    exact pow_lt_one₀ (abs_nonneg r) hr hN
  rw [meshAverage_eq_band hr hN, mul_comm 2 N, pow_mul]
  exact (hasSum_bandTerm hq _).tsum_eq

/-- For `|r| < 1` the exact Brillouin-zone average of the band function is 1. -/
theorem zoneAverage_band {r : ℝ} (hr : |r| < 1) : zoneAverage (band r) = 1 := by
  have hnorm : ∀ (k : ℝ) (R : ℤ), ‖bandTerm r k R‖ = |r| ^ R.natAbs := by
    intro k R
    unfold bandTerm
    rw [show I * (k : ℂ) * (R : ℂ) = ((k * R : ℝ) : ℂ) * I by push_cast; ring, norm_mul,
      Complex.norm_exp_ofReal_mul_I, mul_one, norm_pow, Complex.norm_real, Real.norm_eq_abs]
  have hsum : Summable fun R : ℤ => |r| ^ R.natAbs := by
    have h := summable_norm_iff.mpr (hasSum_bandTerm hr 0).summable
    simpa only [hnorm] using h
  -- integrate the lattice sum term by term
  have H : HasSum (fun R : ℤ => ∫ k in (0 : ℝ)..(2 * π), bandTerm r k R)
      (∫ k in (0 : ℝ)..(2 * π), band r k) := by
    apply intervalIntegral.hasSum_integral_of_dominated_convergence
      (fun (R : ℤ) (_ : ℝ) => |r| ^ R.natAbs)
    · intro R
      have hc : Continuous fun k : ℝ => bandTerm r k R := by
        unfold bandTerm
        fun_prop
      exact hc.aestronglyMeasurable
    · exact fun R => Filter.Eventually.of_forall fun k _ => (hnorm k R).le
    · exact Filter.Eventually.of_forall fun _ _ => hsum
    · exact continuous_const.intervalIntegrable _ _
    · exact Filter.Eventually.of_forall fun k _ => (hasSum_bandTerm hr k).summable.hasSum
  have hzero : ∀ R : ℤ, R ≠ 0 → ∫ k in (0 : ℝ)..(2 * π), bandTerm r k R = 0 := by
    intro R hR
    have hc : I * (R : ℂ) ≠ 0 := mul_ne_zero Complex.I_ne_zero (Int.cast_ne_zero.2 hR)
    have hf : (fun k : ℝ => bandTerm r k R)
        = fun k : ℝ => (r : ℂ) ^ R.natAbs * Complex.exp (I * R * k) := by
      funext k
      unfold bandTerm
      rw [mul_right_comm]
    have h1 : Complex.exp (I * R * ((2 * π : ℝ) : ℂ)) = 1 :=
      Complex.exp_eq_one_iff.2 ⟨R, by push_cast; ring⟩
    rw [hf, intervalIntegral.integral_const_mul, integral_exp_mul_complex hc, h1]
    simp
  have h0 : ∫ k in (0 : ℝ)..(2 * π), bandTerm r k 0 = 2 * π := by
    simp [bandTerm]
  have hpi : (2 * π : ℂ) ≠ 0 := by
    exact_mod_cast Real.two_pi_pos.ne'
  unfold zoneAverage
  rw [H.unique (hasSum_single 0 hzero), h0, div_self hpi]

/-- For `|q| < 1` the denominator `1 - 2q cos θ + q²` is positive. -/
theorem denom_pos {q : ℝ} (hq : |q| < 1) (θ : ℝ) : 0 < 1 - 2 * q * Real.cos θ + q ^ 2 := by
  have h : q * Real.cos θ < 1 := by
    refine lt_of_le_of_lt (le_abs_self _) (lt_of_le_of_lt ?_ hq)
    rw [abs_mul]
    exact mul_le_of_le_one_right (abs_nonneg q) (Real.abs_cos_le_one θ)
  nlinarith [pow_pos (sub_pos.2 h) 2,
    mul_nonneg (sq_nonneg q) (sub_nonneg.2 (Real.cos_sq_le_one θ))]

/-- For `|r| < 1` and `N ≥ 1`, the mesh error is
`2 r^N (cos(2πs) - r^N)/(1 - 2 r^N cos(2πs) + r^(2N))`. -/
theorem meshError_eq {r : ℝ} (hr : |r| < 1) {N : ℕ} (hN : N ≠ 0) (s : ℝ) :
    meshError r N s = 2 * r ^ N * (Real.cos (2 * π * s) - r ^ N) /
      (1 - 2 * r ^ N * Real.cos (2 * π * s) + r ^ (2 * N)) := by
  have hq : |r ^ N| < 1 := by
    rw [abs_pow]
    exact pow_lt_one₀ (abs_nonneg r) hr hN
  have d := denom_pos hq (2 * π * s)
  rw [← pow_mul, mul_comm N 2] at d
  unfold meshError
  rw [meshAverage_band hr hN, zoneAverage_band hr, Complex.sub_re, Complex.ofReal_re,
    Complex.one_re, div_sub_one d.ne']
  congr 1
  ring

/-- For `0 < r < 1` and `N ≥ 1`, the mesh error is positive exactly when `cos(2πs) > r^N`,
and it vanishes exactly when `cos(2πs) = r^N`. -/
theorem meshError_sign {r : ℝ} (h0 : 0 < r) (h1 : r < 1) {N : ℕ} (hN : N ≠ 0) (s : ℝ) :
    (0 < meshError r N s ↔ r ^ N < Real.cos (2 * π * s)) ∧
      (meshError r N s = 0 ↔ Real.cos (2 * π * s) = r ^ N) := by
  have hr : |r| < 1 := by rwa [abs_of_pos h0]
  have hq : |r ^ N| < 1 := by
    rw [abs_pow]
    exact pow_lt_one₀ (abs_nonneg r) hr hN
  have d := denom_pos hq (2 * π * s)
  rw [← pow_mul, mul_comm N 2] at d
  have p : 0 < 2 * r ^ N := by positivity
  rw [meshError_eq hr hN]
  constructor
  · rw [div_pos_iff_of_pos_right d, mul_pos_iff_of_pos_left p, sub_pos]
  · rw [div_eq_zero_iff, or_iff_left d.ne', mul_eq_zero, or_iff_right p.ne', sub_eq_zero]

/-- For `0 < r < 1` and `N ≥ 1`, the mesh error is `2r^N/(1 - r^N) > 0` at offset 0,
`-2r^N/(1 + r^N) < 0` at offset 1/2, and `-2r^(2N)/(1 + r^(2N))` at offset 1/4. -/
theorem meshError_special {r : ℝ} (h0 : 0 < r) (h1 : r < 1) {N : ℕ} (hN : N ≠ 0) :
    (meshError r N 0 = 2 * r ^ N / (1 - r ^ N) ∧ 0 < meshError r N 0) ∧
    (meshError r N (1 / 2) = -(2 * r ^ N) / (1 + r ^ N) ∧ meshError r N (1 / 2) < 0) ∧
    meshError r N (1 / 4) = -(2 * r ^ (2 * N)) / (1 + r ^ (2 * N)) := by
  have hr : |r| < 1 := by rwa [abs_of_pos h0]
  have p : 0 < r ^ N := pow_pos h0 N
  have m : 0 < 1 - r ^ N := sub_pos.2 (pow_lt_one₀ h0.le h1 hN)
  have a : 0 < 1 + r ^ N := by positivity
  have e0 : meshError r N 0 = 2 * r ^ N / (1 - r ^ N) := by
    rw [meshError_eq hr hN, mul_zero, Real.cos_zero,
      show 1 - 2 * r ^ N * 1 + r ^ (2 * N) = (1 - r ^ N) ^ 2 by ring,
      div_eq_div_iff (pow_pos m 2).ne' m.ne']
    ring
  have e2 : meshError r N (1 / 2) = -(2 * r ^ N) / (1 + r ^ N) := by
    rw [meshError_eq hr hN, show 2 * π * (1 / 2) = π by ring, Real.cos_pi,
      show 1 - 2 * r ^ N * (-1) + r ^ (2 * N) = (1 + r ^ N) ^ 2 by ring,
      div_eq_div_iff (pow_pos a 2).ne' a.ne']
    ring
  refine ⟨⟨e0, ?_⟩, ⟨e2, ?_⟩, ?_⟩
  · rw [e0]
    positivity
  · rw [e2]
    exact div_neg_of_neg_of_pos (by linarith) a
  · rw [meshError_eq hr hN, show 2 * π * (1 / 4) = π / 2 by ring, Real.cos_pi_div_two,
      show 2 * r ^ N * (0 - r ^ N) = -(2 * r ^ (2 * N)) by ring, mul_zero, sub_zero]

end

end MeshOffsetAliasing
```

```lean
#print axioms MeshOffsetAliasing.meshError_sign
#print axioms MeshOffsetAliasing.meshError_special
```

```
'MeshOffsetAliasing.meshError_sign' depends on axioms: [propext, Classical.choice, Quot.sound]
'MeshOffsetAliasing.meshError_special' depends on axioms: [propext, Classical.choice, Quot.sound]
```

## What the theorems say about the mesh

`bandTerm r k R` is one term of the series, with `R.natAbs` for $|R|$, and `band` is the sum over all integers. `meshPoint` fixes the offset convention, and `Finset.range N` runs over $j=0,\dots,N-1$. `meshAverage` divides the mesh sum by $N$; `zoneAverage` divides the integral over $[0,2\pi]$ by $2\pi$. `meshError` takes the real part of their difference, which loses nothing, since both averages are proved equal to real numbers.

`meshAverage_band`, `zoneAverage_band` and `meshError_eq` hold for every real $r$ with $|r|<1$; those that involve a mesh also require `N ≠ 0`. `meshError_sign` and `meshError_special` assume $0<r<1$. The first says that the error is positive exactly when $\cos2\pi s>r^N$ and zero exactly when the two are equal. The second gives the values at the three offsets; the second-order behaviour at $s=1/4$ is read off from its explicit fraction.

The sign rule can fail if only $|r|<1$ is assumed. For $r=-1/2$, $N=1$, $s=0$ the error is $-2/3$, although $\cos0>r$.

## How the lemmas carry the derivation

- `hasSum_bandTerm` proves convergence and the closed form together. `HasSum.of_nat_of_neg_add_one` joins the two half-lattices, and `linear_combination` does the algebra in $z$ and $w$.
- `sum_phase_eq_zero` is the cancellation of phases, with `geom_sum_mul` supplying the finite geometric sum.
- `meshAverage_eq_band` exchanges the sums with `hasSum_sum`, then uses `inj.hasSum_iff` to keep only the multiples of $N$. `meshAverage_band` inserts the closed form.
- `zoneAverage_band` integrates term by term by dominated convergence, with the bound $|r|^{|R|}$.
- `denom_pos` gives the positive denominator. `meshError_eq` subtracts the averages, and the last two theorems read off signs and insert offsets.

## One dimension, one decay rate, a full band

The theorems concern real and complex numbers, so they say nothing about rounding in a floating-point sum. They treat one band in one dimension with a single decay factor and uniform weights. A partly filled band puts an occupation factor into the integrand, which then no longer has the form assumed here. The theorems do not give the offset at which the error vanishes for several decay rates or for a general band on a three-dimensional mesh.
